# For a finite Hermitian Hamiltonian, the best product-state energy is exact if and only if some ground state is a product

## Can careful optimisation rescue a polaron product state?

An electron hopping between two sites of a polar material distorts the lattice around it, and the distortion follows the electron with some delay. In the Pekar ansatz I write the state as one electron vector times one phonon vector and optimise both. The result is an upper bound on the ground energy, but I don't see when the bound is strict. Could a well-chosen product reach the exact energy although it isn't an eigenstate? What if the ground level is degenerate and contains both product and entangled states? And does a model as small as two sites with at most one phonon already show an error?

## Zero error requires a product eigenvector

A product reaches the ground energy only if it is itself a ground state. In a degenerate level one product state is enough, whatever else the level contains. The two-site model does show an error whenever hopping, phonon energy and coupling are all nonzero.

### From the variational bound to the equality case

Let H be a Hermitian matrix on electron ⊗ phonons, both finite-dimensional and nonzero. Write E₀ for its lowest eigenvalue and E_P for the least value of ⟨x, Hx⟩ over x = u ⊗ v with u and v normalized. Both minima exist: the spectrum is finite and nonempty, and a continuous function on a product of two unit spheres attains its minimum.

Put A = H − E₀. If Ay = ay with y ≠ 0, then Hy = (a + E₀)y, so a + E₀ ≥ E₀ and a ≥ 0. Thus A has no negative eigenvalue. Expand a normalized x in orthonormal eigenvectors of A, with eigenvalues aₖ and coefficients cₖ:

    ⟨x, Hx⟩ − E₀ = ⟨x, Ax⟩ = Σₖ aₖ|cₖ|² ≥ 0

If the sum is zero, every term is zero, so every aₖcₖ vanishes and Ax = 0, that is, Hx = E₀x. Conversely, Hx = E₀x gives ⟨x, Hx⟩ = E₀.

A product of normalized vectors is normalized:

    Σᵢⱼ |uᵢvⱼ|² = (Σᵢ |uᵢ|²)(Σⱼ |vⱼ|²) = 1

The bound therefore applies to the optimal product, and E₀ ≤ E_P. If E_P = E₀, that product is an eigenvector at E₀. In the other direction, take a nonzero product eigenvector at E₀. Neither factor is zero, so both can be normalized. This only rescales the product, which remains an eigenvector and has energy E₀. Hence E_P ≤ E₀, and the two are equal.

### The two-site polaron

Let the electron index be 0 for the bonding orbital, with energy −t, and 1 for the antibonding orbital, with energy t. The phonon index counts quanta, 0 or 1, of the relative mode, each costing ω. The difference in site occupation exchanges the two orbitals, and the truncated displacement exchanges the two phonon states; g multiplies their product. For xᵢⱼ = uᵢvⱼ, the equation Hx = Ex becomes

    (A)  g u₁v₁ = (E + t) u₀v₀
    (B)  g u₁v₀ = (E + t − ω) u₀v₁
    (C)  g u₀v₁ = (E − t) u₁v₀
    (D)  g u₀v₀ = (E − t − ω) u₁v₁

Combine A with D and multiply by u₁; combine B with C and multiply by u₀:

    g² u₀u₁v₀ = (E − t − ω)(E + t) u₀u₁v₀
    g² u₀u₁v₀ = (E + t − ω)(E − t) u₀u₁v₀

The two prefactors on the right differ by −2tω, so

    2tω u₀u₁v₀ = 0

Since t and ω are nonzero, one of u₀, u₁, v₀ vanishes. If u₀ = 0, A and B give u₁v₁ = u₁v₀ = 0, because g ≠ 0. If u₁ = 0, C and D give u₀v₁ = u₀v₀ = 0. If v₀ = 0, C and A give u₀v₁ = u₁v₁ = 0. In each case the whole product is zero. No eigenvector is a product, and E₀ < E_P.

### No hopping, no error

Set t = 0 and ω = g = 1. Take u = (1, 1)/√2, which puts the electron on one site, and let v be the normalized lowest eigenvector of the phonon matrix with rows (0, 1) and (1, 1). Then u ⊗ v is a ground state with energy (1 − √5)/2, so E_P = E₀. The strict inequality thus fails if t = 0 is allowed. The electron on the other site gives a second ground state with the opposite distortion, and the sum of the two is entangled. This is the degenerate case you asked about, and the ansatz is exact there.

### The Lean file

```lean
import Mathlib

open Matrix
open scoped Kronecker ComplexOrder

namespace PekarProductAnsatz

noncomputable section

variable {ι m n : Type*} [Fintype ι] [Fintype m] [Fintype n]

/-- A state vector is normalized when its squared amplitudes sum to one. -/
def Normalized (x : ι → ℂ) : Prop := ∑ i, ‖x i‖ ^ 2 = 1

/-- The real part of the expectation value `⟨x, H x⟩`. -/
def energy (H : Matrix ι ι ℂ) (x : ι → ℂ) : ℝ := (star x ⬝ᵥ (H *ᵥ x)).re

/-- The product state of an electron vector `u` and a phonon vector `v`. -/
def product (u : m → ℂ) (v : n → ℂ) : m × n → ℂ := fun p => u p.1 * v p.2

/-- The energy levels of `H`: real numbers that have a nonzero eigenvector. -/
def levels (H : Matrix ι ι ℂ) : Set ℝ := {E | ∃ x, x ≠ 0 ∧ H *ᵥ x = (E : ℂ) • x}

/-- The energies reached by the Pekar ansatz, a product of two normalized vectors. -/
def pekarEnergies (H : Matrix (m × n) (m × n) ℂ) : Set ℝ :=
  {E | ∃ u v, Normalized u ∧ Normalized v ∧ energy H (product u v) = E}

/-- The product of two normalized vectors is normalized. -/
theorem normalized_product {u : m → ℂ} {v : n → ℂ} (hu : Normalized u)
    (hv : Normalized v) : Normalized (product u v) := by
  unfold Normalized at *
  simp only [product, norm_mul, mul_pow, Fintype.sum_prod_type]
  rw [← Finset.sum_mul_sum, hu, hv, one_mul]

/-- Every nonzero vector can be rescaled to a normalized one. -/
theorem exists_normalized {u : ι → ℂ} (hu : u ≠ 0) : ∃ c : ℂ, Normalized (c • u) := by
  obtain ⟨i, hi⟩ := Function.ne_iff.1 hu
  have hs : 0 < ∑ i, ‖u i‖ ^ 2 :=
    Finset.sum_pos' (fun _ _ => by positivity)
      ⟨i, Finset.mem_univ i, pow_pos (norm_pos_iff.2 hi) 2⟩
  refine ⟨((√(∑ i, ‖u i‖ ^ 2))⁻¹ : ℝ), ?_⟩
  unfold Normalized
  simp only [Pi.smul_apply, smul_eq_mul, norm_mul, mul_pow]
  rw [← Finset.mul_sum, Complex.norm_real, Real.norm_eq_abs, sq_abs, inv_pow,
    Real.sq_sqrt hs.le, inv_mul_cancel₀ hs.ne']

/-- The eigenvalues that the spectral theorem gives for a Hermitian `H` are energy levels. -/
theorem eigenvalue_mem_levels [DecidableEq ι] {H : Matrix ι ι ℂ} (hH : H.IsHermitian)
    (i : ι) : hH.eigenvalues i ∈ levels H := by
  refine ⟨(hH.eigenvectorBasis i).ofLp, fun h => ?_,
    (hH.mulVec_eigenvectorBasis i).trans (by ext k; simp)⟩
  apply hH.eigenvectorBasis.orthonormal.ne_zero i
  ext k
  exact congrFun h k

/-- Variational principle: for Hermitian `H` with lowest level `E`, a normalized state has
energy at least `E`, with equality exactly when it solves `H x = E x`. -/
theorem variational_principle {H : Matrix ι ι ℂ} (hH : H.IsHermitian) {E : ℝ}
    (hE : IsLeast (levels H) E) {x : ι → ℂ} (hx : Normalized x) :
    E ≤ energy H x ∧ (energy H x = E ↔ H *ᵥ x = (E : ℂ) • x) := by
  classical
  have hn : star x ⬝ᵥ x = 1 := by
    have h : star x ⬝ᵥ x = ((∑ i, ‖x i‖ ^ 2 : ℝ) : ℂ) := by
      simp [dotProduct, Complex.conj_mul']
    rw [h, show ∑ i, ‖x i‖ ^ 2 = 1 from hx, Complex.ofReal_one]
  -- the shifted Hamiltonian `H - E` is positive semidefinite
  obtain ⟨A, hAdef⟩ : ∃ A, A = H - (E : ℂ) • (1 : Matrix ι ι ℂ) := ⟨_, rfl⟩
  have hAx : ∀ y, A *ᵥ y = H *ᵥ y - (E : ℂ) • y := by
    intro y
    rw [hAdef, Matrix.sub_mulVec, Matrix.smul_mulVec, Matrix.one_mulVec]
  have hA : A.IsHermitian := by
    rw [hAdef, Matrix.IsHermitian, conjTranspose_sub, hH.eq, conjTranspose_smul]
    simp
  have hpsd : A.PosSemidef := by
    refine hA.posSemidef_iff_eigenvalues_nonneg.2 fun i => ?_
    obtain ⟨y, hy, h⟩ := eigenvalue_mem_levels hA i
    rw [hAx, sub_eq_iff_eq_add, ← add_smul, ← Complex.ofReal_add] at h
    have hle := hE.2 ⟨y, hy, h⟩
    change 0 ≤ hA.eigenvalues i
    linarith
  have hq : star x ⬝ᵥ (A *ᵥ x) = star x ⬝ᵥ (H *ᵥ x) - E := by
    rw [hAx, dotProduct_sub, dotProduct_smul, hn, smul_eq_mul, mul_one]
  have h0 := hpsd.dotProduct_mulVec_nonneg x
  rw [hq, Complex.le_def, Complex.sub_re, Complex.sub_im, Complex.ofReal_re,
    Complex.ofReal_im, Complex.zero_re, Complex.zero_im, sub_zero] at h0
  refine ⟨sub_nonneg.1 h0.1, fun h => ?_, fun h => ?_⟩
  · -- a null vector of a positive semidefinite form lies in the kernel
    have hz : star x ⬝ᵥ (A *ᵥ x) = 0 := by
      rw [hq, sub_eq_zero]
      exact Complex.ext h h0.2.symm
    have hk := (hpsd.dotProduct_mulVec_zero_iff x).1 hz
    rw [hAx] at hk
    exact sub_eq_zero.1 hk
  · unfold energy
    rw [h, dotProduct_smul, hn, smul_eq_mul, mul_one, Complex.ofReal_re]

/-- For Hermitian `H` on electron ⊗ phonons, the least Pekar energy `EP` is at least the
lowest level `E₀`, with equality exactly when some nonzero product vector is an eigenvector
at `E₀`. -/
theorem pekar_energy {H : Matrix (m × n) (m × n) ℂ} (hH : H.IsHermitian) {E₀ EP : ℝ}
    (hE : IsLeast (levels H) E₀) (hP : IsLeast (pekarEnergies H) EP) :
    E₀ ≤ EP ∧ (EP = E₀ ↔ ∃ (u : m → ℂ) (v : n → ℂ), product u v ≠ 0 ∧
      H *ᵥ product u v = (E₀ : ℂ) • product u v) := by
  obtain ⟨⟨u, v, hu, hv, huv⟩, hmin⟩ := hP
  have hvar := variational_principle hH hE (normalized_product hu hv)
  rw [huv] at hvar
  refine ⟨hvar.1, fun h => ⟨u, v, fun h0 => ?_, hvar.2.1 h⟩, ?_⟩
  · have h1 := normalized_product hu hv
    rw [h0] at h1
    simp [Normalized] at h1
  · -- normalize the two factors of a product eigenvector
    rintro ⟨x, y, hxy, h⟩
    obtain ⟨c, hc⟩ := exists_normalized (u := x)
      (fun h0 => hxy (by ext p; simp [product, h0]))
    obtain ⟨d, hd⟩ := exists_normalized (u := y)
      (fun h0 => hxy (by ext p; simp [product, h0]))
    have hs : product (c • x) (d • y) = (c * d) • product x y := by
      ext p
      simp only [product, Pi.smul_apply, smul_eq_mul]
      ring
    have heig : H *ᵥ product (c • x) (d • y) = (E₀ : ℂ) • product (c • x) (d • y) := by
      rw [hs, Matrix.mulVec_smul, h]
      exact smul_comm _ _ _
    have he := (variational_principle hH hE (normalized_product hc hd)).2.2 heig
    exact le_antisymm ((hmin ⟨_, _, hc, hd, rfl⟩).trans he.le) hvar.1

local notation "M₂" => Matrix (Fin 2) (Fin 2) ℂ

/-- Two-site Holstein polaron in the bonding/antibonding basis, with at most one phonon in
the relative mode: hopping `t`, phonon energy `ω`, electron-phonon coupling `g`. -/
def holstein (t ω g : ℝ) : Matrix (Fin 2 × Fin 2) (Fin 2 × Fin 2) ℂ :=
  (t : ℂ) • ((!![-1, 0; 0, 1] : M₂) ⊗ₖ (1 : M₂)) +
    (ω : ℂ) • ((1 : M₂) ⊗ₖ (!![0, 0; 0, 1] : M₂)) +
    (g : ℂ) • ((!![0, 1; 1, 0] : M₂) ⊗ₖ (!![0, 1; 1, 0] : M₂))

/-- If hopping, phonon energy and coupling are all nonzero, a product vector that solves the
eigenvalue equation of the two-site Holstein polaron is zero. -/
theorem holstein_no_product_eigenvector {t ω g E : ℝ} (ht : t ≠ 0) (hω : ω ≠ 0)
    (hg : g ≠ 0) {u v : Fin 2 → ℂ}
    (h : holstein t ω g *ᵥ product u v = (E : ℂ) • product u v) : product u v = 0 := by
  have act : ∀ x : Fin 2 × Fin 2 → ℂ,
      (holstein t ω g *ᵥ x) (0, 0) = -t * x (0, 0) + g * x (1, 1) ∧
      (holstein t ω g *ᵥ x) (0, 1) = -t * x (0, 1) + ω * x (0, 1) + g * x (1, 0) ∧
      (holstein t ω g *ᵥ x) (1, 0) = t * x (1, 0) + g * x (0, 1) ∧
      (holstein t ω g *ᵥ x) (1, 1) = t * x (1, 1) + ω * x (1, 1) + g * x (0, 0) := by
    intro x
    refine ⟨?_, ?_, ?_, ?_⟩ <;>
      simp [holstein, Matrix.mulVec, dotProduct, Fintype.sum_prod_type,
        Fin.sum_univ_two] <;> ring
  obtain ⟨hA, hB, hC, hD⟩ := act (product u v)
  have A : -t * (u 0 * v 0) + g * (u 1 * v 1) = E * (u 0 * v 0) :=
    hA.symm.trans (congrFun h (0, 0))
  have B : -t * (u 0 * v 1) + ω * (u 0 * v 1) + g * (u 1 * v 0) = E * (u 0 * v 1) :=
    hB.symm.trans (congrFun h (0, 1))
  have C : t * (u 1 * v 0) + g * (u 0 * v 1) = E * (u 1 * v 0) :=
    hC.symm.trans (congrFun h (1, 0))
  have D : t * (u 1 * v 1) + ω * (u 1 * v 1) + g * (u 0 * v 0) = E * (u 1 * v 1) :=
    hD.symm.trans (congrFun h (1, 1))
  -- eliminating between the two parity sectors forces one factor to vanish
  have hz : (2 * t * ω : ℂ) * (u 0 * u 1 * v 0) = 0 := by
    linear_combination u 1 * (g * D + (E - t - ω) * A) - u 0 * (g * B + (E + t - ω) * C)
  have hz' := (mul_eq_zero.1 hz).resolve_left (mul_ne_zero (mul_ne_zero two_ne_zero
    (Complex.ofReal_ne_zero.2 ht)) (Complex.ofReal_ne_zero.2 hω))
  have cancel : ∀ z : ℂ, g * z = 0 → z = 0 :=
    fun z hz => (mul_eq_zero.1 hz).resolve_left (Complex.ofReal_ne_zero.2 hg)
  have all : (u 0 * v 0 = 0 ∧ u 0 * v 1 = 0) ∧ (u 1 * v 0 = 0 ∧ u 1 * v 1 = 0) := by
    rcases mul_eq_zero.1 hz' with h1 | h1
    · rcases mul_eq_zero.1 h1 with h2 | h2
      · exact ⟨⟨by rw [h2, zero_mul], by rw [h2, zero_mul]⟩,
          cancel _ (by linear_combination B + (t - ω + E) * v 1 * h2),
          cancel _ (by linear_combination A + (t + E) * v 0 * h2)⟩
      · exact ⟨⟨cancel _ (by linear_combination D - (t + ω - E) * v 1 * h2),
          cancel _ (by linear_combination C - (t - E) * v 0 * h2)⟩,
          by rw [h2, zero_mul], by rw [h2, zero_mul]⟩
    · exact ⟨⟨by rw [h1, mul_zero],
        cancel _ (by linear_combination C - (t - E) * u 1 * h1)⟩,
        by rw [h1, mul_zero], cancel _ (by linear_combination A + (t + E) * u 0 * h1)⟩
  ext ⟨i, j⟩
  fin_cases i <;> fin_cases j
  exacts [all.1.1, all.1.2, all.2.1, all.2.2]

/-- For the two-site Holstein polaron with nonzero hopping, phonon energy and coupling, the
least Pekar energy lies strictly above the lowest level. -/
theorem holstein_pekar_too_high {t ω g E₀ EP : ℝ} (ht : t ≠ 0) (hω : ω ≠ 0) (hg : g ≠ 0)
    (hE : IsLeast (levels (holstein t ω g)) E₀)
    (hP : IsLeast (pekarEnergies (holstein t ω g)) EP) : E₀ < EP := by
  have hH : (holstein t ω g).IsHermitian := by
    apply Matrix.IsHermitian.ext
    rintro ⟨i, j⟩ ⟨k, l⟩
    fin_cases i <;> fin_cases j <;> fin_cases k <;> fin_cases l <;> simp [holstein]
  obtain ⟨hle, hiff⟩ := pekar_energy hH hE hP
  refine lt_of_le_of_ne hle fun h => ?_
  obtain ⟨u, v, hne, he⟩ := hiff.1 h.symm
  exact hne (holstein_no_product_eigenvector ht hω hg he)

end

end PekarProductAnsatz
```

```lean
#print axioms PekarProductAnsatz.pekar_energy
#print axioms PekarProductAnsatz.holstein_pekar_too_high
```

```
'PekarProductAnsatz.pekar_energy' depends on axioms: [propext, Classical.choice, Quot.sound]
'PekarProductAnsatz.holstein_pekar_too_high' depends on axioms: [propext, Classical.choice, Quot.sound]
```

### What the statements say

States are complex functions on finite index types: `m` for the electron, `n` for the phonons and `m × n` for the pair. `Normalized` means that the squared moduli sum to one, and `product u v` is u ⊗ v. `energy H x` is the real part of ⟨x, Hx⟩, which for Hermitian H is the whole expectation value. `levels H` collects the real numbers that have a nonzero eigenvector, and `pekarEnergies H` collects the energies of products of normalized vectors.

`pekar_energy` takes a Hermitian `H` and two real numbers: `E₀`, the least element of `levels H`, and `EP`, the least element of `pekarEnergies H`. It concludes that `E₀ ≤ EP`, with equality exactly when some nonzero `product u v` is an eigenvector at `E₀`. That the two minima exist enters through the `IsLeast` hypotheses; the argument given for it above is ordinary mathematics, not part of the file. These hypotheses also exclude an empty factor.

`holstein_pekar_too_high` gives `E₀ < EP` for the matrix `holstein t ω g` with all three real parameters nonzero, of either sign. It gives no size for the error, and it concerns two sites and at most one phonon. "Pekar" here means the product ansatz with a free phonon vector; the continuum Fröhlich model, where minimising over the phonon factor gives the Pekar functional, is not covered.

For polaron calculations in a finite, truncated model, the result means that an error caused by the lack of a product ground state remains however well the two factors are optimised; removing it takes a trial state with electron–phonon entanglement.

### How Lean carries out the argument

`normalized_product` factorizes the double sum, and `exists_normalized` rescales a nonzero vector by the inverse of its norm. `eigenvalue_mem_levels` connects Mathlib's spectral theorem to `levels`: each eigenvalue it supplies comes with a nonzero eigenvector.

`variational_principle` introduces the shifted matrix `A`. Its eigenvalues are nonnegative because adding `E` to one of them gives a level of `H`, and this makes `A` positive semidefinite. The inequality is then the nonnegativity of the quadratic form. For the equality case, `dotProduct_mulVec_zero_iff` replaces the expansion in eigenvectors: a vector on which a positive semidefinite form vanishes lies in the kernel.

`pekar_energy` unpacks the optimal `u` and `v` from `hP` and applies that principle to their product. For the converse it normalizes the factors of the given eigenvector, shows that the new product is a multiple of the old one, and uses the minimality of `EP`.

In `holstein_no_product_eigenvector`, `act` computes the four components of Hx, from which the equations `A` to `D` follow. The first `linear_combination` is the elimination that leaves 2tω u₀u₁v₀ = 0. The case split follows the three possibilities above, with `cancel` dividing out `g`. Finally, `holstein_pekar_too_high` checks entry by entry that the matrix is Hermitian. If `EP` equalled `E₀`, `pekar_energy` would supply a nonzero product eigenvector, which the previous theorem rules out.
